# A normalised separable subtraction replaces one eigenvalue of a matrix Born kernel by zero

For a strong potential $V$ the Born series $\psi=\phi+G_0V\phi+(G_0V)^2\phi+\dots$ can diverge, because the kernel $G_0V$ has an eigenvalue of modulus at least one; to remove that eigenvalue by algebra alone, we take the kernel at one fixed energy to be a finite complex square matrix $K$. Here $\phi$ is the incoming state, $\psi$ the scattering state and $G_0$ the free Green's function. Weinberg's quasiparticle method weakens the potential by a separable term. If $Ku=mu$ and $V'=V-Vuw^T$, then
$$G_0V'=K-m\,uw^T=:K'.$$
The letter $m$ is an eigenvalue, not a mass. The row $w^T$ is free apart from the normalisation $w\cdot u=\sum_i w_iu_i=1$, which makes $K'u=mu-mu(w\cdot u)=0$. It need not be a left eigenvector of $K$.

## Exchanging $m$ for $0$ in the determinant

Write $p_A(x)=\det(x-A)$. The claim is that, for every complex $x$,
$$x\,p_K(x)=(x-m)\,p_{K'}(x).$$

First, consider the block matrix
$$\begin{pmatrix}1&-au\\ w^T&1\end{pmatrix}.$$
Eliminating the upper left block gives its determinant as $1+a\,w\cdot u$, and eliminating the lower right entry gives $\det(1+a\,uw^T)$. Hence
$$\det(1+a\,uw^T)=1+a\,w\cdot u.$$

Now subtract $s\,uw^T$ with any strength $s$ and any $w$, and call the result $K_s$. Since $(x-K)u=(x-m)u$, for $x\neq m$ we have
$$(x-K)\Bigl(1+\frac{s}{x-m}uw^T\Bigr)=x-K+s\,uw^T=x-K_s.$$
Taking determinants and multiplying by $x-m$ gives
$$(x-m)\,p_{K_s}(x)=(x-m+s\,w\cdot u)\,p_K(x).$$
At $x=m$ the left side is zero. The right side is $s\,(w\cdot u)\,p_K(m)$, which also vanishes: either $u=0$, or $(m-K)u=0$ with $u\neq0$ and so $p_K(m)=0$. Setting $s=m$ and $w\cdot u=1$ proves the claim.

Both sides of the claim are polynomials in $x$, so their roots agree with multiplicity. The roots of $p_K$ together with $0$ are the roots of $p_{K'}$ together with $m$. Since $w\cdot u=1$ forces $u\neq0$, $m$ is a root of $p_K$, and cancelling one $m$ leaves the spectrum of $K$ with one copy of $m$ replaced by $0$.

## The kernel and its secular determinant in Lean

The type `n` labels the finitely many basis states or grid points.

```lean
import Mathlib

open Matrix

namespace WeinbergDeflation

noncomputable section

variable {n : Type*} [Fintype n] [DecidableEq n]
```

The subtraction is defined with a free strength `s`. The matrix `vecMulVec u w` has entries $u_iw_j$, without complex conjugation, so a bra enters through its already conjugated components.

```lean
/-- The kernel `K - s u wᵀ`, obtained from `K` by subtracting a separable term of strength `s`. -/
def deflate (K : Matrix n n ℂ) (s : ℂ) (u w : n → ℂ) : Matrix n n ℂ :=
  K - s • vecMulVec u w
```

The name `secularDet` stands for $\det(x-A)$; texts that use $\det(A-x)$ differ by a sign in odd dimension.

```lean
/-- The secular determinant `p_A(x) = det (x - A)`. -/
def secularDet (A : Matrix n n ℂ) (x : ℂ) : ℂ :=
  (x • (1 : Matrix n n ℂ) - A).det
```

This function is the characteristic polynomial evaluated at `x`, which later allows roots to be counted.

```lean
/-- The secular determinant is the value of the characteristic polynomial at `x`. -/
theorem secularDet_eq_eval (A : Matrix n n ℂ) (x : ℂ) :
    secularDet A x = A.charpoly.eval x := by
  rw [Matrix.eval_charpoly, secularDet, Matrix.scalar_apply, Matrix.smul_one_eq_diagonal]
```

An eigenvector is a nonzero vector annihilated by $m-K$, so the determinant vanishes at $m$.

```lean
/-- The secular determinant vanishes at an eigenvalue `m` with a nonzero eigenvector `u`. -/
theorem secularDet_eigenvalue {K : Matrix n n ℂ} {m : ℂ} {u : n → ℂ}
    (hu : K *ᵥ u = m • u) (hu0 : u ≠ 0) : secularDet K m = 0 := by
  refine Matrix.exists_mulVec_eq_zero_iff.mp ⟨u, hu0, ?_⟩
  simp [Matrix.sub_mulVec, Matrix.smul_mulVec, hu]
```

## Separable terms of any strength

The determinant formula for a separable term is obtained by writing it as a column times a row and applying Mathlib's lemma for that product.

```lean
/-- The determinant of the identity plus a separable term: `det (1 + a u wᵀ) = 1 + a w·u`. -/
theorem det_one_add_separable (a : ℂ) (u w : n → ℂ) :
    (1 + a • vecMulVec u w).det = 1 + a * (w ⬝ᵥ u) := by
  have h : a • vecMulVec u w = replicateCol Unit (a • u) * replicateRow Unit w := by
    ext i j
    simp [Matrix.vecMulVec_apply, Matrix.mul_apply, mul_assoc]
  rw [h, Matrix.det_one_add_replicateCol_mul_replicateRow, dotProduct_smul, smul_eq_mul]
```

The next theorem is the relation for $K_s$. The case split on `x = m` is the one made above. In the other case, `hK` states $K\,uw^T=m\,uw^T$, `hfac` is the factorisation, and the last line clears the denominator.

```lean
/-- If `K u = m u`, subtracting `s u wᵀ` with any strength `s` and any `w` changes the secular
determinant according to `(x - m) p_{K_s}(x) = (x - m + s w·u) p_K(x)`, where `K_s = K - s u wᵀ`. -/
theorem secularDet_deflate {K : Matrix n n ℂ} {m : ℂ} {u : n → ℂ}
    (hu : K *ᵥ u = m • u) (w : n → ℂ) (s x : ℂ) :
    (x - m) * secularDet (deflate K s u w) x
      = (x - m + s * (w ⬝ᵥ u)) * secularDet K x := by
  by_cases hxm : x = m
  · -- at `x = m` both sides vanish
    rw [hxm]
    by_cases hu0 : u = 0
    · simp [hu0]
    · rw [secularDet_eigenvalue hu hu0]
      simp
  · have hx : x - m ≠ 0 := sub_ne_zero.mpr hxm
    have hK : K * vecMulVec u w = m • vecMulVec u w := by
      rw [Matrix.mul_vecMulVec, hu]
      ext i j
      simp [Matrix.vecMulVec_apply, mul_assoc]
    -- for `x ≠ m`, the separable term factors out on the right
    have hfac : x • (1 : Matrix n n ℂ) - deflate K s u w
        = (x • (1 : Matrix n n ℂ) - K) * (1 + (s / (x - m)) • vecMulVec u w) := by
      rw [mul_add, mul_one, mul_smul_comm, sub_mul, smul_mul_assoc, one_mul, hK,
        ← sub_smul, smul_smul, div_mul_cancel₀ _ hx]
      unfold deflate
      abel
    have hc : (x - m) * (s / (x - m)) = s := by field_simp
    unfold secularDet
    rw [hfac, Matrix.det_mul, det_one_add_separable]
    linear_combination (x • (1 : Matrix n n ℂ) - K).det * (w ⬝ᵥ u) * hc
```

## The deflation identity and its converse

Setting `s` to `m` and inserting `hw`, the normalisation $w\cdot u=1$, gives the main identity. It holds for every eigenvalue $m$, whether or not its modulus exceeds one.

```lean
/-- Weinberg deflation: if `K u = m u` and `w·u = 1`, the kernel `K' = K - m u wᵀ` satisfies
`x p_K(x) = (x - m) p_K'(x)` for every complex `x`. -/
theorem weinberg_deflation {K : Matrix n n ℂ} {m : ℂ} {u w : n → ℂ}
    (hu : K *ᵥ u = m • u) (hw : w ⬝ᵥ u = 1) (x : ℂ) :
    x * secularDet K x = (x - m) * secularDet (deflate K m u w) x := by
  have h := secularDet_deflate hu w m x
  rw [hw] at h
  linear_combination -h
```

For $m\neq0$ the normalisation is also necessary. Comparing the identity with the general relation gives $m\,(w\cdot u-1)\,p_K(x)=0$ for all $x$, and $p_K$, being monic, is nonzero somewhere. For $m=0$ nothing is subtracted, and the identity holds whatever $w\cdot u$ is.

```lean
/-- Conversely, if `K u = m u` with `m ≠ 0` and the deflation identity holds for all `x`, then
`w·u = 1`. -/
theorem normalization_of_deflation {K : Matrix n n ℂ} {m : ℂ} {u w : n → ℂ}
    (hu : K *ᵥ u = m • u) (hm : m ≠ 0)
    (h : ∀ x, x * secularDet K x = (x - m) * secularDet (deflate K m u w) x) :
    w ⬝ᵥ u = 1 := by
  -- the characteristic polynomial is monic, so it is nonzero somewhere
  have hne : ∃ x, secularDet K x ≠ 0 := by
    by_contra! hall
    exact K.charpoly_monic.ne_zero (Polynomial.funext fun x => by
      rw [← secularDet_eq_eval, hall, Polynomial.eval_zero])
  obtain ⟨x, hx⟩ := hne
  have h0 : (m * secularDet K x) * (w ⬝ᵥ u - 1) = 0 := by
    linear_combination -(secularDet_deflate hu w m x) - h x
  exact sub_eq_zero.mp ((mul_eq_zero.mp h0).resolve_left (mul_ne_zero hm hx))
```

## Eigenvalues and the Fredholm determinant

The multiset `charpoly.roots` lists eigenvalues with algebraic multiplicity, `erase m` removes a single copy of $m$, and `0 ::ₘ` adds one zero. In the proof, `hpoly` turns the identity for all numbers $x$ into one between polynomials; the final line cancels $m$ using `hmem`, the statement that $m$ is a root.

```lean
/-- If `K u = m u` and `w·u = 1`, the eigenvalues of `K - m u wᵀ`, counted with algebraic
multiplicity, are those of `K` with one copy of `m` replaced by `0`. -/
theorem eigenvalues_deflate {K : Matrix n n ℂ} {m : ℂ} {u w : n → ℂ}
    (hu : K *ᵥ u = m • u) (hw : w ⬝ᵥ u = 1) :
    (deflate K m u w).charpoly.roots = 0 ::ₘ K.charpoly.roots.erase m := by
  have hK : K.charpoly ≠ 0 := K.charpoly_monic.ne_zero
  have hK' : (deflate K m u w).charpoly ≠ 0 := (deflate K m u w).charpoly_monic.ne_zero
  have hu0 : u ≠ 0 := by
    intro h0
    simp [h0] at hw
  have hmem : m ∈ K.charpoly.roots := by
    rw [Polynomial.mem_roots hK, Polynomial.IsRoot.def, ← secularDet_eq_eval]
    exact secularDet_eigenvalue hu hu0
  -- the deflation identity as an identity of polynomials
  have hpoly : Polynomial.X * K.charpoly
      = (Polynomial.X - Polynomial.C m) * (deflate K m u w).charpoly := by
    refine Polynomial.funext fun x => ?_
    simp only [Polynomial.eval_mul, Polynomial.eval_sub, Polynomial.eval_X, Polynomial.eval_C,
      ← secularDet_eq_eval]
    exact weinberg_deflation hu hw x
  -- compare the roots of both sides and cancel `m`
  have h := congrArg Polynomial.roots hpoly
  rw [Polynomial.roots_mul (mul_ne_zero Polynomial.X_ne_zero hK),
    Polynomial.roots_mul (mul_ne_zero (Polynomial.X_sub_C_ne_zero m) hK'),
    Polynomial.roots_X, Polynomial.roots_X_sub_C,
    Multiset.singleton_add, Multiset.singleton_add] at h
  rw [← Multiset.cons_inj_right m, ← h, Multiset.cons_swap, Multiset.cons_erase hmem]
```

If the remaining eigenvalues lie inside the unit disc, all those of $K'$ do. A second copy of an $m$ with $|m|\geq1$ would violate the hypothesis `hrest`, and a further subtraction would be needed.

```lean
/-- Let `K u = m u` and `w·u = 1`. If the eigenvalues of `K` other than one copy of `m` have
modulus below one, then all eigenvalues of `K - m u wᵀ` have modulus below one. -/
theorem deflate_eigenvalues_lt_one {K : Matrix n n ℂ} {m : ℂ} {u w : n → ℂ}
    (hu : K *ᵥ u = m • u) (hw : w ⬝ᵥ u = 1)
    (hrest : ∀ z ∈ K.charpoly.roots.erase m, ‖z‖ < 1) :
    ∀ z ∈ (deflate K m u w).charpoly.roots, ‖z‖ < 1 := by
  intro z hz
  rw [eigenvalues_deflate hu hw, Multiset.mem_cons] at hz
  rcases hz with h0 | hz
  · simp [h0]
  · exact hrest z hz
```

For potential scattering in a finite basis, this is the spectral condition under which the Born series of the weakened potential $V'$ converges, by the usual spectral-radius criterion. That series solves the problem for $V'$; the separable term has to be put back separately to recover scattering by $V$. The theorems here concern matrices and do not cover the integral operator $G_0V$ of a continuum problem.

At $x=1$ the identity factorises the Fredholm determinant $\det(1-K)$, whose zeros mark the energies at which the homogeneous equation $\psi=K\psi$ has a nonzero solution.

```lean
/-- If `K u = m u` and `w·u = 1`, the Fredholm determinant factorises as
`det (1 - K) = (1 - m) det (1 - K')` with `K' = K - m u wᵀ`. -/
theorem fredholm_det_deflate {K : Matrix n n ℂ} {m : ℂ} {u w : n → ℂ}
    (hu : K *ᵥ u = m • u) (hw : w ⬝ᵥ u = 1) :
    (1 - K).det = (1 - m) * (1 - deflate K m u w).det := by
  have h := weinberg_deflation hu hw 1
  unfold secularDet at h
  rwa [one_smul, one_mul] at h
```

## A two-by-two example

The following matrix is chosen for easy arithmetic and is not computed from a physical potential. Its eigenvalues $2$ and $\tfrac12$ become $0$ and $\tfrac12$, as the diagonals of the triangular matrices show. The vector $w=(1,3)$ satisfies $w\cdot u=1$, but $w^TK=(2,\tfrac52)$ is not a multiple of $w^T$, so $w$ is not a left eigenvector. The theorem checks the eigenvector equation, the normalisation and the entries of $K'$.

```lean
/-- A two-by-two matrix `K` with `K u = 2 u` and `w·u = 1`, together with the deflated matrix
`K - 2 u wᵀ`. -/
theorem deflation_witness :
    (!![2, 1; 0, 1 / 2] : Matrix (Fin 2) (Fin 2) ℂ) *ᵥ ![1, 0] = (2 : ℂ) • ![1, 0] ∧
    (![1, 3] : Fin 2 → ℂ) ⬝ᵥ ![1, 0] = 1 ∧
    deflate !![2, 1; 0, 1 / 2] 2 ![1, 0] ![1, 3] = !![0, -5; 0, 1 / 2] := by
  refine ⟨?_, ?_, ?_⟩
  · ext i
    fin_cases i <;> simp [Matrix.mulVec, dotProduct, Fin.sum_univ_succ]
  · simp [dotProduct, Fin.sum_univ_succ]
  · ext i j
    fin_cases i <;> fin_cases j <;> norm_num [deflate, Matrix.vecMulVec_apply]

end

end WeinbergDeflation
```

```lean
#print axioms WeinbergDeflation.normalization_of_deflation
-- 'WeinbergDeflation.normalization_of_deflation' depends on axioms: [propext, Classical.choice, Quot.sound]
#print axioms WeinbergDeflation.deflate_eigenvalues_lt_one
-- 'WeinbergDeflation.deflate_eigenvalues_lt_one' depends on axioms: [propext, Classical.choice, Quot.sound]
#print axioms WeinbergDeflation.fredholm_det_deflate
-- 'WeinbergDeflation.fredholm_det_deflate' depends on axioms: [propext, Classical.choice, Quot.sound]
```
